# At positive temperature, the Yosida function falls strictly from 1 towards 0 as the gap grows

For temperature $T>0$ in energy units ($k_B=1$) and real gap $\Delta$, the integral

$$Y(T,\Delta)=\int_{-\infty}^{\infty}\frac{d\xi}{4T\cosh^2\!\big(\sqrt{\xi^2+\Delta^2}/2T\big)}$$

converges. It equals 1 at $\Delta=0$, decreases strictly on $\Delta\ge 0$, and tends to 0 as $\Delta\to\infty$.

In weak-coupling BCS theory with an isotropic singlet gap, a constant density of states and neither spin-orbit scattering nor Fermi-liquid corrections, $Y$ is the ratio of the superconducting to the normal-state spin susceptibility.

```lean
import Mathlib

open MeasureTheory Filter Topology

namespace YosidaFunction

noncomputable section
```

## Thermal weight at the quasiparticle energy

Let $E$ be an energy measured from the chemical potential. The Fermi function is $f_T(E)=1/(e^{E/T}+1)$.

```lean
/-- The Fermi function at temperature `T`, with energy measured from the chemical potential
and Boltzmann's constant set to one. -/
def fermi (T E : ℝ) : ℝ := 1 / (Real.exp (E / T) + 1)
```

The thermal factor is $K_T(E)=1/(4T\cosh^2(E/2T))$.

```lean
/-- The thermal factor `1 / (4 T cosh² (E / 2T))`. -/
def thermalFactor (T E : ℝ) : ℝ := 1 / (4 * T * Real.cosh (E / (2 * T)) ^ 2)
```

In the superconducting state, a normal-state energy $\xi$, also measured from the chemical potential, is replaced by the quasiparticle energy $E_\Delta(\xi)=\sqrt{\xi^2+\Delta^2}$.

```lean
/-- The quasiparticle energy `√(ξ² + Δ²)` for gap `Δ` and normal-state energy `ξ`. -/
def energy (Δ ξ : ℝ) : ℝ := Real.sqrt (ξ ^ 2 + Δ ^ 2)
```

Then $Y(T,\Delta)=\int K_T(E_\Delta(\xi))\,d\xi$. Integrating over all real $\xi$ idealises the band as infinitely wide with constant density of states. The gap is an independent real parameter; no gap equation is solved.

```lean
/-- The Yosida function: the thermal factor at the quasiparticle energy, integrated over all
normal-state energies. -/
def yosida (T Δ : ℝ) : ℝ := ∫ ξ, thermalFactor T (energy Δ ξ)
```

## The thermal factor as a Fermi-function slope

Differentiation gives $f_T'(E)=-\frac1T\,e^{E/T}/(e^{E/T}+1)^2$. With $a=e^{E/2T}$,

$$\frac{a^2}{(a^2+1)^2}=\frac{1}{(a+a^{-1})^2}=\frac{1}{4\cosh^2(E/2T)},$$

so $f_T'=-K_T$. The proof makes the same substitution, and `field_simp` and `ring` finish the algebra.

```lean
/-- The thermal factor is minus the energy derivative of the Fermi function. -/
theorem hasDerivAt_fermi {T : ℝ} (hT : 0 < T) (E : ℝ) :
    HasDerivAt (fermi T) (-thermalFactor T E) E := by
  have h1 : HasDerivAt (fun x : ℝ => Real.exp (x / T) + 1) (Real.exp (E / T) * (1 / T)) E :=
    (((hasDerivAt_id' E).div_const T).exp).add_const 1
  have hne : Real.exp (E / T) + 1 ≠ 0 := by positivity
  have h2 := (hasDerivAt_const E (1 : ℝ)).fun_div h1 hne
  refine h2.congr_deriv ?_
  -- write everything in terms of a = exp (E / 2T)
  have ha : Real.exp (E / T) = Real.exp (E / (2 * T)) ^ 2 := by
    rw [sq, ← Real.exp_add]
    congr 1
    ring
  have hp := Real.exp_pos (E / (2 * T))
  unfold thermalFactor
  rw [Real.cosh_eq, Real.exp_neg, ha]
  generalize Real.exp (E / (2 * T)) = a at hp
  have hc : (a + a⁻¹) / 2 = (a ^ 2 + 1) / (2 * a) := by
    field_simp
  have hq : a ^ 2 + 1 ≠ 0 := by positivity
  rw [hc]
  field_simp
  ring
```

For $0\le x<y$ we have $\cosh(x/2T)<\cosh(y/2T)$. Squaring and taking reciprocals of these positive quantities gives $K_T(y)<K_T(x)$.

```lean
/-- At fixed positive temperature the thermal factor is strictly decreasing in non-negative energy.
-/
theorem thermalFactor_strictAntiOn {T : ℝ} (hT : 0 < T) :
    StrictAntiOn (thermalFactor T) (Set.Ici 0) := by
  intro x hx y hy hxy
  have hx' : 0 ≤ x := hx
  have hy' : 0 ≤ y := hy
  have hc : Real.cosh (x / (2 * T)) < Real.cosh (y / (2 * T)) := by
    rw [Real.cosh_lt_cosh, abs_of_nonneg (by positivity), abs_of_nonneg (by positivity)]
    gcongr
  have hpos := Real.cosh_pos (x / (2 * T))
  unfold thermalFactor
  exact one_div_lt_one_div_of_lt (by positivity) (by gcongr)
```

## A Lorentzian bound and convergence

Put $s=E_\Delta(\xi)/2T\ge 0$. Since $\sinh s\ge s$, we have $\cosh^2 s=1+\sinh^2 s\ge 1+s^2$, and therefore

$$K_T(E_\Delta(\xi))\le\frac{1}{4T(1+s^2)}=\frac{T}{4T^2+\xi^2+\Delta^2}.$$

```lean
/-- At positive temperature the integrand of the Yosida function is at most `T / (4 T² + ξ² + Δ²)`,
a Lorentzian in `ξ`. -/
theorem thermalFactor_le_lorentzian {T : ℝ} (hT : 0 < T) (Δ ξ : ℝ) :
    thermalFactor T (energy Δ ξ) ≤ T / (4 * T ^ 2 + ξ ^ 2 + Δ ^ 2) := by
  have hE : energy Δ ξ ^ 2 = ξ ^ 2 + Δ ^ 2 := Real.sq_sqrt (by positivity)
  have hE0 : 0 ≤ energy Δ ξ := Real.sqrt_nonneg _
  unfold thermalFactor
  have hs : 0 ≤ energy Δ ξ / (2 * T) := by positivity
  have hsE : energy Δ ξ = 2 * T * (energy Δ ξ / (2 * T)) := by field_simp
  generalize energy Δ ξ / (2 * T) = s at hs hsE
  -- cosh² s = 1 + sinh² s ≥ 1 + s²
  have hsinh : s ≤ Real.sinh s := Real.self_le_sinh_iff.2 hs
  have hcosh : 1 + s ^ 2 ≤ Real.cosh s ^ 2 := by
    rw [Real.cosh_sq]
    nlinarith
  have hpos := Real.cosh_pos s
  have hsum : ξ ^ 2 + Δ ^ 2 = 4 * T ^ 2 * s ^ 2 := by
    rw [← hE, hsE]
    ring
  rw [div_le_div_iff₀ (by positivity) (by positivity)]
  have hm := mul_le_mul_of_nonneg_left hcosh (show 0 ≤ 4 * T ^ 2 by positivity)
  linarith
```

Dropping $\Delta^2$ from the denominator leaves

$$\frac{T}{4T^2+\xi^2}=\frac{1}{4T}\,\frac{1}{1+(\xi/2T)^2},$$

which is integrable. The integrand of $Y$ is continuous, non-negative and nowhere greater than this function, so it is integrable too.

```lean
/-- The integral defining the Yosida function converges at every positive temperature and
every real gap. -/
theorem integrable_thermalFactor {T : ℝ} (hT : 0 < T) (Δ : ℝ) :
    Integrable (fun ξ => thermalFactor T (energy Δ ξ)) := by
  have hcont : Continuous (fun ξ => thermalFactor T (energy Δ ξ)) := by
    unfold thermalFactor energy
    refine continuous_const.div ?_ (fun ξ => ?_)
    · exact continuous_const.mul ((Real.continuous_cosh.comp (by fun_prop)).pow 2)
    · have := Real.cosh_pos (Real.sqrt (ξ ^ 2 + Δ ^ 2) / (2 * T))
      positivity
  have hL := (integrable_inv_one_add_sq.comp_div
    (show 2 * T ≠ 0 by positivity)).const_mul (1 / (4 * T))
  refine hL.mono' hcont.aestronglyMeasurable (Eventually.of_forall fun ξ => ?_)
  have h0 : 0 ≤ thermalFactor T (energy Δ ξ) := by
    unfold thermalFactor
    positivity
  rw [Real.norm_of_nonneg h0]
  have hden : 1 + (ξ / (2 * T)) ^ 2 = (4 * T ^ 2 + ξ ^ 2) / (4 * T ^ 2) := by
    field_simp
    ring
  have hq : 4 * T ^ 2 + ξ ^ 2 ≠ 0 := by positivity
  have e : 1 / (4 * T) * (1 + (ξ / (2 * T)) ^ 2)⁻¹ = T / (4 * T ^ 2 + ξ ^ 2) := by
    rw [hden, inv_div]
    field_simp
  calc thermalFactor T (energy Δ ξ) ≤ T / (4 * T ^ 2 + ξ ^ 2 + Δ ^ 2) :=
        thermalFactor_le_lorentzian hT Δ ξ
    _ ≤ T / (4 * T ^ 2 + ξ ^ 2) :=
        div_le_div_of_nonneg_left hT.le (by positivity) (by nlinarith [sq_nonneg Δ])
    _ = _ := e.symm
```

## Normalisation, monotonicity and the large-gap limit

At zero gap $E_0(\xi)=|\xi|$, and $\cosh$ is even, so

$$Y(T,0)=-\int_{-\infty}^{\infty}f_T'(\xi)\,d\xi=f_T(-\infty)-f_T(\infty)=1-0=1.$$

If $0\le a<b$, then $E_a(\xi)<E_b(\xi)$ for every $\xi$, hence $K_T(E_a(\xi))-K_T(E_b(\xi))>0$ everywhere. The integral of this difference is positive because the set where it is non-zero is the whole line, so $Y(T,b)<Y(T,a)$.

For the limit, the Lorentzian bound gives $0\le K_T(E_\Delta(\xi))\le T/\Delta^2\to 0$ at each $\xi$. No integrand exceeds the zero-gap one, which is integrable, so dominated convergence carries the limit through the integral.

In `yosida_main` the only hypothesis is `0 < T`. Its four parts are integrability for every real `Δ`, the value at zero, `StrictAntiOn` on `Set.Ici 0` (the gaps $\Delta\ge0$), and `Tendsto` along `atTop` (the limit $\Delta\to\infty$). Integrability is stated separately because Lean assigns the value 0 to the integral of a non-integrable function.

```lean
/-- At positive temperature the Yosida integral converges for every gap, equals one at zero gap,
is strictly decreasing for non-negative gap, and tends to zero as the gap grows. -/
theorem yosida_main {T : ℝ} (hT : 0 < T) :
    (∀ Δ, Integrable (fun ξ => thermalFactor T (energy Δ ξ))) ∧
    yosida T 0 = 1 ∧
    StrictAntiOn (yosida T) (Set.Ici 0) ∧
    Tendsto (yosida T) atTop (𝓝 0) := by
  refine ⟨integrable_thermalFactor hT, ?_, ?_, ?_⟩
  · -- zero gap: the integral is the total drop of the Fermi function
    have h0 : ∀ ξ, thermalFactor T (energy 0 ξ) = thermalFactor T ξ := by
      intro ξ
      have h : energy 0 ξ / (2 * T) = |ξ / (2 * T)| := by
        rw [abs_div, abs_of_pos (show 0 < 2 * T by positivity)]
        simp [energy, Real.sqrt_sq_eq_abs]
      unfold thermalFactor
      rw [h, Real.cosh_abs]
    have hint : Integrable (fun ξ => thermalFactor T ξ) := by
      simpa only [h0] using integrable_thermalFactor hT 0
    have htop : Tendsto (fermi T) atTop (𝓝 0) :=
      tendsto_const_nhds.div_atTop (tendsto_atTop_add_const_right _ 1
        (Real.tendsto_exp_atTop.comp (tendsto_id.atTop_div_const hT)))
    have hbot : Tendsto (fermi T) atBot (𝓝 1) := by
      have h := (Real.tendsto_exp_atBot.comp (tendsto_id.atBot_div_const hT)).add_const 1
      have h' := (tendsto_const_nhds (x := (1 : ℝ))).div h (by norm_num)
      rw [zero_add, div_one] at h'
      exact h'
    have h := integral_of_hasDerivAt_of_tendsto (hasDerivAt_fermi hT) hint.neg hbot htop
    rw [integral_neg] at h
    simp only [yosida, h0]
    linarith
  · -- a larger gap lowers the integrand at every ξ
    intro a ha b hb hab
    have ha' : 0 ≤ a := ha
    have hlt : ∀ ξ, thermalFactor T (energy b ξ) < thermalFactor T (energy a ξ) := fun ξ =>
      thermalFactor_strictAntiOn hT (Real.sqrt_nonneg _) (Real.sqrt_nonneg _)
        (Real.sqrt_lt_sqrt (by positivity) (by nlinarith))
    have hia := integrable_thermalFactor hT a
    have hib := integrable_thermalFactor hT b
    have hpos : 0 < ∫ ξ, (thermalFactor T (energy a ξ) - thermalFactor T (energy b ξ)) := by
      rw [integral_pos_iff_support_of_nonneg (fun ξ => (sub_pos.2 (hlt ξ)).le) (hia.sub hib)]
      have hsupp : Function.support
          (fun ξ => thermalFactor T (energy a ξ) - thermalFactor T (energy b ξ)) = Set.univ :=
        Set.eq_univ_of_forall fun ξ => (sub_pos.2 (hlt ξ)).ne'
      rw [hsupp]
      simp
    rw [integral_sub hia hib] at hpos
    exact sub_pos.1 hpos
  · -- dominated convergence, with the zero-gap integrand as the bound
    have hnn : ∀ Δ ξ, 0 ≤ thermalFactor T (energy Δ ξ) := by
      intro Δ ξ
      unfold thermalFactor
      positivity
    have h : Tendsto (fun Δ => ∫ ξ, thermalFactor T (energy Δ ξ)) atTop
        (𝓝 (∫ _ξ : ℝ, (0 : ℝ))) := by
      refine tendsto_integral_filter_of_dominated_convergence
        (fun ξ => thermalFactor T (energy 0 ξ))
        (Eventually.of_forall fun Δ => (integrable_thermalFactor hT Δ).aestronglyMeasurable)
        (Eventually.of_forall fun Δ => Eventually.of_forall fun ξ => ?_)
        (integrable_thermalFactor hT 0) (Eventually.of_forall fun ξ => ?_)
      · rw [Real.norm_of_nonneg (hnn Δ ξ)]
        exact (thermalFactor_strictAntiOn hT).antitoneOn (Real.sqrt_nonneg _)
          (Real.sqrt_nonneg _) (Real.sqrt_le_sqrt (by nlinarith [sq_nonneg Δ]))
      · have hlim : Tendsto (fun Δ : ℝ => T / Δ ^ 2) atTop (𝓝 0) :=
          tendsto_const_nhds.div_atTop (tendsto_pow_atTop two_ne_zero)
        refine tendsto_of_tendsto_of_tendsto_of_le_of_le' tendsto_const_nhds hlim
          (Eventually.of_forall fun Δ => hnn Δ ξ) ?_
        filter_upwards [eventually_gt_atTop (0 : ℝ)] with Δ hΔ
        exact (thermalFactor_le_lorentzian hT Δ ξ).trans
          (div_le_div_of_nonneg_left hT.le (by positivity)
            (by nlinarith [sq_nonneg ξ, sq_nonneg T]))
    rw [integral_zero] at h
    exact h
```

The normalisation turns on `integral_of_hasDerivAt_of_tendsto`, the fundamental theorem of calculus on the whole line. By hand one would integrate from $-L$ to $L$ and let $L\to\infty$. The lemma instead takes a derivative at every point, integrability of that derivative, and the limits of the function at both ends. Here these are `hasDerivAt_fermi`, `hint.neg`, `hbot` and `htop`. It returns $\int(-K_T)=0-1$, and a change of sign gives the value 1.

## Only the ratio of gap to temperature matters

Since $E_{\Delta/T}(\xi/T)=E_\Delta(\xi)/T$, we have $K_T(E_\Delta(\xi))=T^{-1}K_1(E_{\Delta/T}(\xi/T))$. Substituting $\xi=Tx$, $d\xi=T\,dx$, cancels the prefactor:

$$Y(T,\Delta)=\int K_1(E_{\Delta/T}(x))\,dx=Y(1,\Delta/T).$$

```lean
/-- At positive temperature the Yosida function depends on gap and temperature only through the
ratio `Δ / T`. -/
theorem yosida_scaling {T : ℝ} (hT : 0 < T) (Δ : ℝ) : yosida T Δ = yosida 1 (Δ / T) := by
  have hE : ∀ ξ, energy (Δ / T) (ξ / T) = energy Δ ξ / T := by
    intro ξ
    unfold energy
    rw [div_pow, div_pow, ← add_div, Real.sqrt_div (by positivity), Real.sqrt_sq hT.le]
  have hk : ∀ ξ, thermalFactor T (energy Δ ξ)
      = T⁻¹ * thermalFactor 1 (energy (Δ / T) (ξ / T)) := by
    intro ξ
    rw [hE]
    unfold thermalFactor
    have h : energy Δ ξ / T / (2 * 1) = energy Δ ξ / (2 * T) := by ring
    rw [h, one_div, one_div, ← mul_inv]
    congr 1
    ring
  -- substitute ξ = T x
  have hsub := Measure.integral_comp_div (fun x => thermalFactor 1 (energy (Δ / T) x)) T
  unfold yosida
  simp only [hk]
  rw [integral_const_mul, hsub, abs_of_pos hT, smul_eq_mul, inv_mul_cancel_left₀ hT.ne']
```

Fix $\Delta>0$ and let $T\to0^+$, written `𝓝[>] 0`. Then $\Delta/T\to\infty$, and the large-gap limit at unit temperature gives $Y(T,\Delta)=Y(1,\Delta/T)\to0$: a fixed gap freezes out the thermal quasiparticles. The theorem holds $\Delta$ constant along the limit, so a temperature-dependent gap $\Delta(T)$ does not enter.

```lean
/-- At a fixed positive gap the Yosida function tends to zero as the temperature tends to zero
from above. -/
theorem yosida_low_temperature {Δ : ℝ} (hΔ : 0 < Δ) :
    Tendsto (fun T => yosida T Δ) (𝓝[>] 0) (𝓝 0) := by
  have hr : Tendsto (fun T : ℝ => Δ / T) (𝓝[>] 0) atTop := by
    simpa only [div_eq_mul_inv] using tendsto_inv_nhdsGT_zero.const_mul_atTop hΔ
  refine ((yosida_main one_pos).2.2.2.comp hr).congr' ?_
  filter_upwards [self_mem_nhdsWithin] with T hT
  exact (yosida_scaling hT Δ).symm

end

end YosidaFunction
```

```lean
#print axioms YosidaFunction.yosida_low_temperature
```

```
'YosidaFunction.yosida_low_temperature' depends on axioms: [propext, Classical.choice, Quot.sound]
```
